# The cusp of a radial meta-GGA orbital at a point nucleus

When a meta-GGA energy that depends on the kinetic energy density is varied with respect to the orbitals, the resulting equation contains a position-dependent effective mass. This raises the question of how the cusp of a radial orbital at a point nucleus depends on that mass. The Lean file below answers it for a spherical potential \(-Z/r\) plus a regular part, and for a given inverse mass that does not vanish at the nucleus. The regular part and the inverse mass are formal power series in the distance \(r\) from the nucleus.

```lean
import Mathlib

open PowerSeries

namespace MetaGGACusp

noncomputable section

/-- The radial meta-GGA equation, multiplied by `r ^ 2`, has this left-hand side:
`-(r² m R')'/2 + l(l+1) m R/2 - Z r R + r² w R`, with `m` the local inverse mass and
`w` the regular part of the potential minus the energy. -/
def radialOp (l : ℕ) (Z : ℝ) (m w R : ℝ⟦X⟧) : ℝ⟦X⟧ :=
  (-(1 / 2) : ℝ) • PowerSeries.derivative ℝ (X ^ 2 * m * PowerSeries.derivative ℝ R)
    + ((l : ℝ) * (l + 1) / 2) • (m * R) - Z • (X * R) + X ^ 2 * w * R

/-- The weight with which the coefficient of `r ^ j` in the orbital enters the radial equation
at order `r ^ N`, for `j ≤ N`. -/
def kernel (l : ℕ) (Z : ℝ) (m w : ℝ⟦X⟧) (N j : ℕ) : ℝ :=
  ((l : ℝ) * (l + 1) - (N + 1) * j) / 2 * coeff (N - j) m
    + coeff (N - j) (X ^ 2 * w - Z • (X : ℝ⟦X⟧))

/-- Order by order in `r`, the radial equation is a triangular linear system for the
coefficients of the orbital. -/
theorem coeff_radialOp (l : ℕ) (Z : ℝ) (m w R : ℝ⟦X⟧) (N : ℕ) :
    coeff N (radialOp l Z m w R)
      = ∑ j ∈ Finset.range (N + 1), kernel l Z m w N j * coeff j R := by
  have h1 : X ^ 2 * m * PowerSeries.derivative ℝ R
      = X * ((X * PowerSeries.derivative ℝ R) * m) := by ring
  have h2 : R * (X ^ 2 * w - Z • (X : ℝ⟦X⟧)) = X ^ 2 * w * R - Z • (X * R) := by
    rw [mul_sub, mul_smul_comm, mul_comm R X, mul_comm R (X ^ 2 * w)]
  -- the Euler operator `r d/dr` multiplies each coefficient by its power
  have h3 : ∀ j : ℕ, coeff j (X * PowerSeries.derivative ℝ R) = (j : ℝ) * coeff j R := by
    rintro (_ | j)
    · simp
    · rw [coeff_succ_X_mul, coeff_derivative]
      push_cast
      ring
  have h4 : coeff N (radialOp l Z m w R)
      = -(1 / 2) * (coeff N ((X * PowerSeries.derivative ℝ R) * m) * ((N : ℝ) + 1))
        + (l : ℝ) * (l + 1) / 2 * coeff N (R * m)
        + coeff N (R * (X ^ 2 * w - Z • (X : ℝ⟦X⟧))) := by
    rw [h2, radialOp, h1, mul_comm R m]
    simp only [map_add, map_sub, map_smul, smul_eq_mul, coeff_derivative, coeff_succ_X_mul]
    ring
  rw [h4, coeff_mul, coeff_mul, coeff_mul,
    Finset.Nat.sum_antidiagonal_eq_sum_range_succ_mk,
    Finset.Nat.sum_antidiagonal_eq_sum_range_succ_mk,
    Finset.Nat.sum_antidiagonal_eq_sum_range_succ_mk]
  simp only [h3, Finset.sum_mul, Finset.mul_sum, ← Finset.sum_add_distrib]
  refine Finset.sum_congr rfl fun j _ => ?_
  unfold kernel
  ring

/-- For an orbital `r ^ s * u` the system at order `r ^ (s + n)` involves only the
coefficients of `u` up to order `n`. -/
theorem coeff_radialOp_shift (l : ℕ) (Z : ℝ) (m w u : ℝ⟦X⟧) (s n : ℕ) :
    coeff (s + n) (radialOp l Z m w (X ^ s * u))
      = ∑ j ∈ Finset.range (n + 1), kernel l Z m w (s + n) (s + j) * coeff j u := by
  have h0 : ∑ j ∈ Finset.range s,
      kernel l Z m w (s + n) j * coeff j (X ^ s * u) = 0 :=
    Finset.sum_eq_zero fun j hj => by
      have := Finset.mem_range.mp hj
      rw [coeff_X_pow_mul', if_neg (by omega), mul_zero]
  rw [coeff_radialOp, add_assoc, Finset.sum_range_add, h0, zero_add]
  refine Finset.sum_congr rfl fun j _ => ?_
  rw [add_comm s j, coeff_X_pow_mul]

/-- The diagonal weight is the indicial polynomial `(l(l+1) - N(N+1))/2` times the inverse
mass at the nucleus. -/
theorem kernel_diag (l : ℕ) (Z : ℝ) (m w : ℝ⟦X⟧) (N : ℕ) :
    kernel l Z m w N N = ((l : ℝ) * (l + 1) - (N + 1) * N) / 2 * coeff 0 m := by
  have q0 : coeff 0 (X ^ 2 * w - Z • (X : ℝ⟦X⟧)) = 0 := by
    rw [map_sub, map_smul, coeff_X_pow_mul', coeff_X]
    simp
  rw [kernel, Nat.sub_self, q0, add_zero]

/-- **Meta-GGA cusp condition.** If the inverse mass does not vanish at the nucleus and
`r ^ s * (u₀ + u₁ r + ...)` with `u₀ ≠ 0` solves the radial equation, then `s = l` and
`u₁ / u₀ = -(2 Z + l m₁) / (2 (l + 1) m₀)`. -/
theorem metaGGA_cusp (l s : ℕ) (Z : ℝ) (m w u : ℝ⟦X⟧) (hm : coeff 0 m ≠ 0)
    (hu : coeff 0 u ≠ 0) (h : radialOp l Z m w (X ^ s * u) = 0) :
    s = l ∧ coeff 1 u / coeff 0 u
      = -(2 * Z + l * coeff 1 m) / (2 * ((l : ℝ) + 1) * coeff 0 m) := by
  -- lowest order: the indicial equation
  have hs : s = l := by
    have e := coeff_radialOp_shift l Z m w u s 0
    rw [h, map_zero, zero_add, Finset.sum_range_one, add_zero, kernel_diag] at e
    have e1 := (mul_eq_zero.mp ((mul_eq_zero.mp e.symm).resolve_right hu)).resolve_right hm
    have e2 : ((s : ℝ) - l) * ((s : ℝ) + l + 1) = 0 := by linear_combination (-2) * e1
    have e3 : (s : ℝ) + l + 1 ≠ 0 := by positivity
    exact_mod_cast sub_eq_zero.mp ((mul_eq_zero.mp e2).resolve_right e3)
  subst hs
  refine ⟨rfl, ?_⟩
  -- next order: the cusp
  have e := coeff_radialOp_shift s Z m w u s 1
  have q1 : coeff 1 (X ^ 2 * w - Z • (X : ℝ⟦X⟧)) = -Z := by
    rw [map_sub, map_smul, coeff_X_pow_mul', coeff_X]
    simp
  rw [h, map_zero, Finset.sum_range_succ, Finset.sum_range_one, kernel_diag, add_zero,
    kernel, Nat.add_sub_cancel_left, q1] at e
  push_cast at e
  have hl : (s : ℝ) + 1 ≠ 0 := by positivity
  rw [div_eq_div_iff hu (mul_ne_zero (mul_ne_zero two_ne_zero hl) hm)]
  linear_combination 2 * e

/-- The Frobenius recursion for the coefficients `1, a₁, ...` of the regular orbital
`r ^ l * (1 + a₁ r + ...)`. It is defined for every `m`, but has this meaning only if the inverse
mass does not vanish at the nucleus, since it divides by the diagonal weight. -/
def frobeniusCoeff (l : ℕ) (Z : ℝ) (m w : ℝ⟦X⟧) : ℕ → ℝ
  | 0 => 1
  | n + 1 => -(∑ j : Fin (n + 1),
      kernel l Z m w (l + (n + 1)) (l + j) * frobeniusCoeff l Z m w j)
        / kernel l Z m w (l + (n + 1)) (l + (n + 1))

/-- If the inverse mass does not vanish at the nucleus, the radial equation has exactly one
formal solution `r ^ l * u` with `u₀ = 1`. -/
theorem existsUnique_regular (l : ℕ) (Z : ℝ) (m w : ℝ⟦X⟧) (hm : coeff 0 m ≠ 0) :
    ∃! u : ℝ⟦X⟧, coeff 0 u = 1 ∧ radialOp l Z m w (X ^ l * u) = 0 := by
  -- above the lowest order the indicial polynomial has no zero
  have hK : ∀ n : ℕ, kernel l Z m w (l + (n + 1)) (l + (n + 1)) ≠ 0 := by
    intro n
    rw [kernel_diag]
    refine mul_ne_zero (ne_of_lt ?_) hm
    have h1 : (0 : ℝ) ≤ l := Nat.cast_nonneg l
    have h2 : (0 : ℝ) ≤ n := Nat.cast_nonneg n
    push_cast
    nlinarith [mul_nonneg h1 h2, mul_nonneg h2 h2]
  have hrec : ∀ n : ℕ, frobeniusCoeff l Z m w (n + 1)
      = -(∑ j ∈ Finset.range (n + 1),
          kernel l Z m w (l + (n + 1)) (l + j) * frobeniusCoeff l Z m w j)
        / kernel l Z m w (l + (n + 1)) (l + (n + 1)) := by
    intro n
    rw [frobeniusCoeff, Finset.sum_range]
  refine ⟨PowerSeries.mk (frobeniusCoeff l Z m w), ⟨?_, ?_⟩, ?_⟩
  · rw [coeff_mk, frobeniusCoeff]
  · ext N
    rw [map_zero]
    rcases lt_or_ge N l with hN | hN
    · rw [coeff_radialOp]
      refine Finset.sum_eq_zero fun j hj => ?_
      have := Finset.mem_range.mp hj
      rw [coeff_X_pow_mul', if_neg (by omega), mul_zero]
    · obtain ⟨n, rfl⟩ := Nat.exists_eq_add_of_le hN
      rw [coeff_radialOp_shift]
      simp only [coeff_mk]
      cases n with
      | zero =>
        rw [zero_add, Finset.sum_range_one, add_zero, kernel_diag]
        ring
      | succ n =>
        rw [Finset.sum_range_succ, hrec n, mul_div_cancel₀ _ (hK n)]
        ring
  · rintro v ⟨hv0, hv⟩
    ext n
    rw [coeff_mk]
    induction n using Nat.strong_induction_on with
    | _ n ih =>
      cases n with
      | zero => rw [hv0, frobeniusCoeff]
      | succ n =>
        have e := coeff_radialOp_shift l Z m w v l (n + 1)
        rw [hv, map_zero, Finset.sum_range_succ, Finset.sum_congr rfl
          (fun j hj => by rw [ih j (Finset.mem_range.mp hj)])] at e
        rw [hrec n, eq_div_iff (hK n)]
        linear_combination -e

/-- For `l = 0` and an inverse mass `m₀ ≠ 0` at the nucleus, a solution with `u₀ ≠ 0` has
`u₁ / u₀ = -Z / m₀`, whatever the slope of the inverse mass. -/
theorem s_wave_cusp (s : ℕ) (Z : ℝ) (m w u : ℝ⟦X⟧) (hm : coeff 0 m ≠ 0)
    (hu : coeff 0 u ≠ 0) (h : radialOp 0 Z m w (X ^ s * u) = 0) :
    coeff 1 u / coeff 0 u = -Z / coeff 0 m := by
  rw [(metaGGA_cusp 0 s Z m w u hm hu h).2, Nat.cast_zero]
  field_simp
  ring

/-- **Kato cusp condition.** For the ordinary kinetic energy, `m = 1`, a solution with
`u₀ ≠ 0` has `u₁ / u₀ = -Z / (l + 1)`. -/
theorem kato_cusp (l s : ℕ) (Z : ℝ) (w u : ℝ⟦X⟧) (hu : coeff 0 u ≠ 0)
    (h : radialOp l Z 1 w (X ^ s * u) = 0) :
    coeff 1 u / coeff 0 u = -Z / ((l : ℝ) + 1) := by
  have h0 : coeff 0 (1 : ℝ⟦X⟧) = 1 := by rw [coeff_one, if_pos rfl]
  have h1 : coeff 1 (1 : ℝ⟦X⟧) = 0 := by rw [coeff_one, if_neg one_ne_zero]
  have hl : (l : ℝ) + 1 ≠ 0 := by positivity
  rw [(metaGGA_cusp l s Z 1 w u (by rw [h0]; exact one_ne_zero) hu h).2, h0, h1,
    div_eq_div_iff (by simpa using hl) hl]
  ring

end

end MetaGGACusp
```

```lean
#print axioms MetaGGACusp.metaGGA_cusp
#print axioms MetaGGACusp.existsUnique_regular
#print axioms MetaGGACusp.s_wave_cusp
#print axioms MetaGGACusp.kato_cusp
```

```
'MetaGGACusp.metaGGA_cusp' depends on axioms: [propext, Classical.choice, Quot.sound]
'MetaGGACusp.existsUnique_regular' depends on axioms: [propext, Classical.choice, Quot.sound]
'MetaGGACusp.s_wave_cusp' depends on axioms: [propext, Classical.choice, Quot.sound]
'MetaGGACusp.kato_cusp' depends on axioms: [propext, Classical.choice, Quot.sound]
```

## From the kinetic energy density to the radial equation

A meta-GGA energy of the kind considered here depends on the kinetic energy density \(\tau=\tfrac12\sum_i|\nabla\psi_i|^2\) of the occupied orbitals \(\psi_i\). Varying it with respect to an orbital \(\psi\) adds the term \(-\tfrac12\nabla\cdot(v_\tau\nabla\psi)\), where \(v_\tau\) is the derivative of the exchange-correlation energy density with respect to \(\tau\). Together with the ordinary kinetic energy, in Hartree atomic units, this gives

\[
-\tfrac12\nabla\cdot(m\nabla\psi)+V\psi=E\psi,\qquad m=1+v_\tau .
\]

Here \(V\) is the local potential and \(E\) the orbital energy. The letter \(m\) denotes the local inverse mass, not the mass. For spherical \(m\) and \(V\), an orbital with angular momentum \(l\) is a radial function \(R(r)\) times a spherical harmonic. Write \(V-E=-Z/r+w(r)\), with \(w\) regular, and multiply by \(r^2\):

\[
-\tfrac12(r^2mR')'+\tfrac12l(l+1)mR-ZrR+r^2wR=0 .
\]

The constant \(Z\) stands for the strength of the Coulomb attraction. If the exchange-correlation potential has a \(1/r\) term of its own at the nucleus, that term belongs in \(Z\) as well.

## The two lowest orders

Let \(m_k\), \(w_k\) and \(R_j\) be the coefficients of the three series. The term \(R_jr^j\) contributes \(jR_jm_kr^{j+k+1}\) to \(r^2mR'\), and differentiation turns this into \((j+k+1)jR_jm_kr^{j+k}\). Collecting the power \(r^N\), so that \(k=N-j\), gives

\[
\sum_{j=0}^{N}K(N,j)R_j=0,
\]
\[
K(N,j)=\frac{l(l+1)-(N+1)j}{2}\,m_{N-j}-Z\,\delta_{N-j,1}+w_{N-j-2},
\]

where \(w\) with a negative index is zero. The system is triangular: order \(N\) involves no coefficient beyond \(R_N\).

Now put \(R=r^su\), with \(u=u_0+u_1r+\cdots\) and \(u_0\neq0\). This \(u\) is not the common textbook function \(rR\). The lowest order, \(N=s\), reads

\[
\frac{l(l+1)-s(s+1)}{2}\,m_0u_0=0 .
\]

Since \(m_0\) and \(u_0\) are nonzero, \((s-l)(s+l+1)=0\). The second factor is positive for natural \(s\) and \(l\), hence \(s=l\).

At order \(N=l+1\) the two weights are

\[
K(l+1,l)=\frac{l(l+1)-(l+2)l}{2}m_1-Z=-\frac{l\,m_1}{2}-Z,
\]
\[
K(l+1,l+1)=\frac{l(l+1)-(l+2)(l+1)}{2}m_0=-(l+1)m_0 .
\]

The equation \(K(l+1,l)u_0+K(l+1,l+1)u_1=0\) therefore yields

\[
\frac{u_1}{u_0}=-\frac{2Z+l\,m_1}{2(l+1)m_0}.
\]

The regular part \(w\) enters only from the next order on. For \(l=0\) the slope \(m_1\) of the inverse mass drops out and the ratio is \(-Z/m_0\). For \(m=1\) it is \(-Z/(l+1)\).

## Existence of the regular solution

For \(n\ge1\) the diagonal weight is

\[
K(l+n,l+n)=-\tfrac12n(2l+n+1)m_0\neq0 .
\]

Order \(l+n\) can thus be solved for \(u_n\):

\[
u_n=-\frac{1}{K(l+n,l+n)}\sum_{j=0}^{n-1}K(l+n,l+j)\,u_j .
\]

Starting from \(u_0=1\), this fixes every coefficient, and the resulting series satisfies the equation at every order. Orders below \(l\) are empty, and order \(l\) holds because \(K(l,l)=0\). So there is exactly one such solution for every \(l\), \(Z\), \(w\) and every \(m\) with \(m_0\neq0\).

## What the Lean statements say

The type `ℝ⟦X⟧` contains the formal power series with real coefficients, and `X` plays the part of \(r\). The expression `coeff n u` is \(u_n\). The definition `radialOp` is the left-hand side of the radial equation, with the formal derivative in place of \(d/dr\), and `kernel` is \(K(N,j)\).

The theorem `metaGGA_cusp` takes natural numbers `l` and `s`, a real `Z` of either sign, and series `m`, `w`, `u`. Its hypotheses are \(m_0\neq0\), \(u_0\neq0\) and the vanishing of `radialOp` on `X ^ s * u`. It concludes both \(s=l\) and the formula for \(u_1/u_0\). The condition \(m_0\neq0\) says that the kinetic term survives at the nucleus; a physical inverse mass would be positive there. No normalisation of the orbital is needed, because only a ratio appears.

Taking `s` natural leaves out the irregular behaviour \(r^{-l-1}\), the other root of the indicial equation. The theorem `existsUnique_regular` states the existence and uniqueness derived above, with the scale fixed by \(u_0=1\). The last two theorems are the special cases \(l=0\) and \(m=1\). The name `kato_cusp` refers to the nuclear cusp of a single radial orbital; the theorem makes no statement about interacting many-electron wavefunctions or the coalescence of two electrons.

The series are formal, so convergence plays no role. To apply the result to an actual atom, one has to know that the orbital, the inverse mass and \(w\) have expansions in whole powers of \(r\) that may be inserted into the equation term by term. The inverse mass is also taken as given, whereas in a self-consistent calculation it depends on the orbitals.

For a non-relativistic spherical atom with a point nucleus, the formula can supply starting values for the outward integration of the radial meta-GGA equation, for instance when non-relativistic all-electron partial waves are generated for PAW data. With \(l\ge1\) those values include the slope of the inverse mass.

## The Lean proof, lemma by lemma

`coeff_radialOp` establishes the triangular system. It rewrites \(r^2mR'\) as \(r\,\bigl((rR')m\bigr)\), because the operator \(r\,d/dr\) simply multiplies \(R_j\) by \(j\); this is the auxiliary fact `h3`. The outer derivative then supplies the factor \(N+1\). The products of series become sums over \(j\), which are merged and compared term by term with `kernel`.

`coeff_radialOp_shift` inserts \(R=r^su\). The first \(s\) terms of the sum vanish, and the rest are relabelled, so that order \(s+n\) involves only \(u_0,\dots,u_n\). `kernel_diag` evaluates \(K(N,N)\), to which neither \(Z\) nor \(w\) contributes.

In `metaGGA_cusp`, the shifted system at \(n=0\) gives a product equal to zero. The factors \(u_0\) and \(m_0\) are removed with `resolve_right`, and the remaining polynomial is factored as \((s-l)(s+l+1)\). At \(n=1\) the sum has two terms. After the claimed ratio has been cross-multiplied, `linear_combination 2 * e` identifies it with twice the order-\((l+1)\) equation.

In `existsUnique_regular`, `hK` shows that the diagonal is nonzero above the lowest order, and `frobeniusCoeff` is the recursion for \(u_n\). Existence is checked separately for orders below \(l\), at \(l\) and above \(l\). Uniqueness is a strong induction: once a second solution agrees with the recursion in all lower coefficients, the equation at the next order forces agreement there too. The two special cases follow by substituting \(l=0\), or \(m_0=1\) and \(m_1=0\), into the cusp formula.
